# Building the antisymmetriser of N+1 sites from that of the first N

To add one more fermion to \(N\) identical ones of the same kind, whose state is already antisymmetric, one antisymmetrises the product of that state and the new one-particle state. A site here is the place of one particle in such a product, not a point of a lattice. The old antisymmetriser must then act on a space with one more site, so here every antisymmetriser \(A_S\) is an operator on the full space, labelled by the set \(S\) of sites that it antisymmetrises. With \(A_N\) for the first \(N\) sites, \(A_{N+1}\) for all of them and \(F_{k,N+1}\) for the exchange of sites \(k\) and \(N+1\), the result is

\[
A_{N+1}=\frac{1}{N+1}\Bigl(1-\sum_{k=1}^{N}F_{k,N+1}\Bigr)A_N .
\]

## States, permutations and antisymmetrisers

The sites form a finite set `ι`, and each carries a copy of \(\mathbb C^d\).

```lean
import Mathlib

open Equiv

namespace AntisymmetriserRecursion

noncomputable section

variable {ι : Type*} [Fintype ι] [DecidableEq ι] (d : ℕ)
```

A state is given by its amplitudes \(\psi(x)\) in the product basis, where \(x\) assigns a basis label to each site. It need not be normalised, and the zero vector is included.

```lean
/-- States of copies of `ℂ^d`, one for each site in `ι`, given by their amplitudes
in the product basis. -/
abbrev State (ι : Type*) (d : ℕ) := (ι → Fin d) → ℂ
```

A permutation \(\sigma\) of the sites acts by \((P_\sigma\psi)(x)=\psi(x\circ\sigma)\). The exchange \(F_{k,a}\) is \(P_\sigma\) for the transposition \(\sigma=(k\,a)\).

```lean
/-- The operator that permutes the sites by `σ`; for `σ = swap k a` it is the
transposition operator `F_(k,a)`. -/
def permOp (σ : Perm ι) : Module.End ℂ (State ι d) where
  toFun ψ := fun x => ψ (x ∘ σ)
  map_add' _ _ := rfl
  map_smul' _ _ := rfl
```

Including the fermionic sign gives \(Q_\sigma=\operatorname{sgn}(\sigma)P_\sigma\).

```lean
/-- The permutation operator multiplied by the sign of the permutation. -/
def signedPerm (σ : Perm ι) : Module.End ℂ (State ι d) :=
  ((Perm.sign σ : ℤ) : ℂ) • permOp d σ
```

Let \(G_S\) be the set of permutations that fix every site outside \(S\).

```lean
/-- The permutations that move only sites in `S`. -/
def permsOn (S : Finset ι) : Finset (Perm ι) :=
  Finset.univ.filter (fun σ => ∀ x, x ∉ S → σ x = x)
```

The antisymmetriser is the signed average

\[
A_S=\frac1{|S|!}\sum_{\sigma\in G_S}Q_\sigma .
\]

```lean
/-- The antisymmetriser of the sites in `S`: the sum of the signed permutations of
these sites, divided by `|S|!`. -/
def antisym (S : Finset ι) : Module.End ℂ (State ι d) :=
  ((S.card.factorial : ℂ)⁻¹) • ∑ σ ∈ permsOn S, signedPerm d σ
```

On a product state, reordering the factors gives \(\prod_i v_i(x_{\sigma(i)})=\prod_i v_{\sigma^{-1}(i)}(x_i)\). The one-site state at \(i\) therefore moves to \(\sigma(i)\), which fixes the direction of the convention.

```lean
omit [DecidableEq ι] in
/-- On a product state, the permutation operator carries the one-site state at
site `i` to site `σ i`. -/
theorem permOp_product (σ : Perm ι) (v : ι → Fin d → ℂ) :
    permOp d σ (fun x => ∏ i, v i (x i)) = fun x => ∏ i, v (σ⁻¹ i) (x i) := by
  funext x
  change ∏ i, v i (x (σ i)) = _
  refine Eq.trans ?_ (Equiv.prod_comp σ (fun i => v (σ⁻¹ i) (x i)))
  simp
```

## Signs and products

Since \((P_\sigma P_\tau\psi)(x)=(P_\tau\psi)(x\circ\sigma)=\psi(x\circ\sigma\circ\tau)\) and signs multiply, \(Q_{\sigma\tau}=Q_\sigma Q_\tau\).

```lean
/-- Signed permutation operators multiply like the permutations themselves. -/
theorem signedPerm_mul (σ τ : Perm ι) :
    signedPerm d (σ * τ) = signedPerm d σ * signedPerm d τ := by
  have h : permOp d (σ * τ) = permOp d σ * permOp d τ := LinearMap.ext fun _ => rfl
  simp only [signedPerm, h, Perm.sign_mul, Units.val_mul, Int.cast_mul, smul_mul_smul_comm]
```

A transposition of distinct sites is odd, so \(Q_{(k\,a)}=-F_{k,a}\).

```lean
/-- The signed operator of a transposition of two distinct sites is minus the
transposition operator. -/
theorem signedPerm_swap {k a : ι} (h : k ≠ a) :
    signedPerm d (swap k a) = -permOp d (swap k a) := by
  have hs : ((Perm.sign (swap k a) : ℤ) : ℂ) = -1 := by simp [Perm.sign_swap h]
  refine LinearMap.ext fun ψ => funext fun x => ?_
  change ((Perm.sign (swap k a) : ℤ) : ℂ) * ψ (x ∘ swap k a) = -ψ (x ∘ swap k a)
  rw [hs, neg_one_mul]
```

## Splitting off the new site

Let \(a\notin S\) and \(\sigma\in G_{S\cup\{a\}}\). Put \(k=\sigma(a)\) and \(\tau=(k\,a)\sigma\), where \((a\,a)\) means the identity. Then \(\tau\) fixes \(a\) and everything outside \(S\), so \(\tau\in G_S\) and \(\sigma=(k\,a)\tau\). Conversely, \((k\,a)\tau\) sends \(a\) to \(k\), which recovers both \(k\) and \(\tau\). `Finset.sum_nbij'` takes these two maps; its five goals say that each lands in the right set, that they are mutually inverse, and that the summands agree.

```lean
/-- For a site `a` outside `S`, a sum over the permutations of `S` and `a` runs over the
site `k` to which `a` is sent and over the permutations of `S`. -/
theorem sum_permsOn_insert {M : Type*} [AddCommMonoid M] {S : Finset ι} {a : ι}
    (ha : a ∉ S) (f : Perm ι → M) :
    ∑ σ ∈ permsOn (insert a S), f σ
      = ∑ k ∈ insert a S, ∑ τ ∈ permsOn S, f (swap k a * τ) := by
  refine Eq.trans ?_ (Finset.sum_product' _ _ (fun k τ => f (swap k a * τ)))
  refine Finset.sum_nbij' (fun σ => (σ a, swap (σ a) a * σ))
    (fun p => swap p.1 a * p.2) ?_ ?_ ?_ ?_ ?_
  · -- undoing the displacement of `a` leaves a permutation of `S`
    intro σ hσ
    simp only [permsOn, Finset.mem_filter, Finset.mem_univ, true_and] at hσ
    have hk : σ a ∈ insert a S := by
      by_contra h
      have h2 : σ a = a := σ.injective (hσ _ h)
      exact h (by rw [h2]; exact Finset.mem_insert_self a S)
    refine Finset.mem_product.mpr ⟨hk, ?_⟩
    simp only [permsOn, Finset.mem_filter, Finset.mem_univ, true_and]
    intro x hx
    by_cases hxa : x = a
    · rw [hxa, Perm.mul_apply, swap_apply_left]
    · have hx' : x ∉ insert a S := by simp [hxa, hx]
      rw [Perm.mul_apply, hσ x hx',
        swap_apply_of_ne_of_ne (fun h => hx' (by rw [h]; exact hk)) hxa]
  · rintro ⟨k, τ⟩ h
    obtain ⟨hk, hτ⟩ := Finset.mem_product.mp h
    simp only [permsOn, Finset.mem_filter, Finset.mem_univ, true_and] at hk hτ ⊢
    intro x hx
    rw [Perm.mul_apply, hτ x (fun h => hx (Finset.mem_insert_of_mem h)),
      swap_apply_of_ne_of_ne (fun h => hx (by rw [h]; exact hk))
        (fun h => hx (by rw [h]; exact Finset.mem_insert_self a S))]
  · intro σ _
    change swap (σ a) a * (swap (σ a) a * σ) = σ
    rw [← mul_assoc, Equiv.swap_mul_self, one_mul]
  · rintro ⟨k, τ⟩ h
    have hτ := (Finset.mem_product.mp h).2
    simp only [permsOn, Finset.mem_filter, Finset.mem_univ, true_and] at hτ
    have h1 : (swap k a * τ) a = k := by
      rw [Perm.mul_apply, hτ a ha, swap_apply_right]
    change ((swap k a * τ) a, swap ((swap k a * τ) a) a * (swap k a * τ)) = (k, τ)
    rw [h1, ← mul_assoc, Equiv.swap_mul_self, one_mul]
  · intro σ _
    change f σ = f (swap (σ a) a * (swap (σ a) a * σ))
    rw [← mul_assoc, Equiv.swap_mul_self, one_mul]
```

Summing the constant 1 gives \(|G_{S\cup\{a\}}|=(|S|+1)\,|G_S|\). With \(|G_\emptyset|=1\), induction yields \(|G_S|=|S|!\).

```lean
/-- There are `|S|!` permutations of the sites in `S`. -/
theorem card_permsOn (S : Finset ι) : (permsOn S).card = S.card.factorial := by
  induction S using Finset.induction_on with
  | empty =>
    have h : permsOn (∅ : Finset ι) = {1} := by
      ext σ
      simp only [permsOn, Finset.mem_filter, Finset.mem_univ, true_and, Finset.mem_singleton]
      exact ⟨fun h => Equiv.ext fun x => h x (by simp), fun h x _ => by rw [h]; rfl⟩
    rw [h]
    simp
  | insert a S ha ih =>
    have h := sum_permsOn_insert ha (fun _ => (1 : ℕ))
    simp only [Finset.sum_const, smul_eq_mul, mul_one] at h
    rw [h, ih, Finset.card_insert_of_notMem ha, Nat.factorial_succ]
```

## Absorbing permutations

For \(\sigma\in G_S\), the map \(\tau\mapsto\sigma\tau\) only reorders \(G_S\), hence

\[
Q_\sigma A_S=\frac1{|S|!}\sum_{\tau\in G_S}Q_{\sigma\tau}=A_S ,
\]

and likewise \(A_SQ_\sigma=A_S\).

```lean
/-- The antisymmetriser of `S` absorbs every signed permutation of the sites in `S`,
from the left and from the right. -/
theorem antisym_absorb {S : Finset ι} {σ : Perm ι} (hσ : σ ∈ permsOn S) :
    signedPerm d σ * antisym d S = antisym d S ∧
      antisym d S * signedPerm d σ = antisym d S := by
  have hmul : ∀ α ∈ permsOn S, ∀ β ∈ permsOn S, α * β ∈ permsOn S := by
    intro α hα β hβ
    simp only [permsOn, Finset.mem_filter, Finset.mem_univ, true_and] at hα hβ ⊢
    intro x hx
    rw [Perm.mul_apply, hβ x hx, hα x hx]
  have hinv : σ⁻¹ ∈ permsOn S := by
    simp only [permsOn, Finset.mem_filter, Finset.mem_univ, true_and] at hσ ⊢
    intro x hx
    rw [Perm.inv_eq_iff_eq, hσ x hx]
  -- multiplication by `σ` only reorders the sum
  constructor
  · unfold antisym
    rw [mul_smul_comm, Finset.mul_sum]
    congr 1
    exact Finset.sum_nbij' (fun τ => σ * τ) (fun τ => σ⁻¹ * τ)
      (fun τ h => hmul _ hσ _ h) (fun τ h => hmul _ hinv _ h)
      (fun τ _ => inv_mul_cancel_left σ τ) (fun τ _ => mul_inv_cancel_left σ τ)
      (fun τ _ => (signedPerm_mul d σ τ).symm)
  · unfold antisym
    rw [smul_mul_assoc, Finset.sum_mul]
    congr 1
    exact Finset.sum_nbij' (fun τ => τ * σ) (fun τ => τ * σ⁻¹)
      (fun τ h => hmul _ h _ hσ) (fun τ h => hmul _ h _ hinv)
      (fun τ _ => mul_inv_cancel_right τ σ) (fun τ _ => inv_mul_cancel_right τ σ)
      (fun τ _ => (signedPerm_mul d τ σ).symm)
```

If \(S\subseteq T\), each \(\sigma\in G_S\) also lies in \(G_T\), so

\[
A_SA_T=\frac1{|S|!}\sum_{\sigma\in G_S}Q_\sigma A_T=\frac{|G_S|}{|S|!}A_T=A_T .
\]

The case \(S=T\) gives \(A_S^2=A_S\).

```lean
/-- Antisymmetrising a subset `S` of the sites `T` after antisymmetrising `T` changes
nothing; for `S = T` this says that the antisymmetriser is idempotent. -/
theorem antisym_mul_of_subset {S T : Finset ι} (hST : S ⊆ T) :
    antisym d S * antisym d T = antisym d T := by
  have h : ∀ σ ∈ permsOn S, signedPerm d σ * antisym d T = antisym d T := by
    intro σ hσ
    refine (antisym_absorb d ?_).1
    simp only [permsOn, Finset.mem_filter, Finset.mem_univ, true_and] at hσ ⊢
    exact fun x hx => hσ x (fun h => hx (hST h))
  calc antisym d S * antisym d T
      = ((S.card.factorial : ℂ)⁻¹) • ∑ σ ∈ permsOn S, signedPerm d σ * antisym d T := by
        rw [← Finset.sum_mul, ← smul_mul_assoc]
        rfl
    _ = antisym d T := by
        rw [Finset.sum_congr rfl h, Finset.sum_const, card_permsOn,
          ← Nat.cast_smul_eq_nsmul ℂ, smul_smul,
          inv_mul_cancel₀ (Nat.cast_ne_zero.mpr (Nat.factorial_ne_zero _)), one_smul]
```

## The recursion

Splitting the sum over \(G_{S\cup\{a\}}\), with the term \(k=a\) equal to the identity, gives

\[
\sum_{\sigma\in G_{S\cup\{a\}}}Q_\sigma
=\Bigl(1-\sum_{k\in S}F_{k,a}\Bigr)\sum_{\tau\in G_S}Q_\tau .
\]

In the proof this is `hsum`. Division by \((|S|+1)!=(|S|+1)\,|S|!\) turns it into the recursion for any finite \(S\) and any site \(a\) outside it.

```lean
/-- Recursion for antisymmetrisers: a site `a` outside `S` is included by subtracting its
exchanges with all sites of `S` and dividing by `|S| + 1`. -/
theorem antisym_insert {S : Finset ι} {a : ι} (ha : a ∉ S) :
    antisym d (insert a S) = ((S.card : ℂ) + 1)⁻¹ •
      ((1 - ∑ k ∈ S, permOp d (swap k a)) * antisym d S) := by
  have hk : ∀ k ∈ S, signedPerm d (swap k a) = -permOp d (swap k a) :=
    fun k hk => signedPerm_swap d (fun h => ha (by rw [← h]; exact hk))
  have h1 : signedPerm d (swap a a) = 1 := by
    have h : permOp d (1 : Perm ι) = 1 := rfl
    rw [Equiv.swap_self]
    change signedPerm d (1 : Perm ι) = 1
    simp [signedPerm, h]
  -- split off the transposition that moves the new site
  have hsum : ∑ σ ∈ permsOn (insert a S), signedPerm d σ
      = (1 - ∑ k ∈ S, permOp d (swap k a)) * ∑ τ ∈ permsOn S, signedPerm d τ := by
    rw [sum_permsOn_insert ha]
    simp only [signedPerm_mul, ← Finset.mul_sum]
    rw [← Finset.sum_mul, Finset.sum_insert ha, h1, Finset.sum_congr rfl hk,
      Finset.sum_neg_distrib, sub_eq_add_neg]
  unfold antisym
  rw [hsum, Finset.card_insert_of_notMem ha, Nat.factorial_succ, mul_smul_comm, smul_smul]
  congr 1
  push_cast
  rw [mul_inv]
```

For sites in a row, Lean counts from 0 to \(N\): `Fin.last N` is the site called \(N+1\) above, and `k.castSucc` runs over the first \(N\). The proof checks that the last site is new and that adding it gives all sites. The theorem includes \(N=0\), where both sides are the identity.

```lean
/-- On `N + 1` copies of `ℂ^d`, the antisymmetriser of all sites is
`(1/(N+1)) (1 - ∑ F_(k,N+1)) A_N`, where `A_N` antisymmetrises the first `N` sites and
`k` runs over them. -/
theorem antisym_succ (N : ℕ) :
    antisym d (Finset.univ : Finset (Fin (N + 1))) = ((N : ℂ) + 1)⁻¹ •
      ((1 - ∑ k : Fin N, permOp d (swap k.castSucc (Fin.last N))) *
        antisym d (Finset.univ.map Fin.castSuccEmb)) := by
  have ha : Fin.last N ∉ (Finset.univ : Finset (Fin N)).map Fin.castSuccEmb := by
    intro h
    obtain ⟨k, _, hk⟩ := Finset.mem_map.mp h
    have h2 : (k : ℕ) = N := congrArg Fin.val hk
    have h3 := k.isLt
    omega
  have hu : insert (Fin.last N) ((Finset.univ : Finset (Fin N)).map Fin.castSuccEmb)
      = Finset.univ := by
    refine Finset.eq_univ_iff_forall.mpr fun x => ?_
    induction x using Fin.lastCases with
    | last => exact Finset.mem_insert_self _ _
    | cast k =>
      exact Finset.mem_insert_of_mem (Finset.mem_map.mpr ⟨k, Finset.mem_univ k, rfl⟩)
  have h := antisym_insert d ha
  rw [hu, Finset.sum_map, Finset.card_map, Finset.card_univ, Fintype.card_fin] at h
  exact h
```

Applied to a product of \(N+1\) spin orbitals, the formula extends an \(N\)-electron Slater determinant by one electron, within a finite basis of \(d\) spin orbitals. If the new spin orbital is a linear combination of the other \(N\), the result is zero, as the Pauli principle demands. For orthonormal orbitals, the result must be multiplied by \(\sqrt{(N+1)!}\) to have norm 1. If one starts instead from the normalised \(N\)-electron determinant times the new orbital, the factor is \(\sqrt{N+1}\). Passing from this finite basis to the infinite-dimensional one-electron space of real electrons is a separate step.

## One exchange is enough

Multiplying the recursion by \(A_S\) from the left, and using \(A_SA_{S\cup\{a\}}=A_{S\cup\{a\}}\) and \(A_S^2=A_S\), gives

\[
A_{S\cup\{a\}}=\frac1{|S|+1}\Bigl(A_S-\sum_{k\in S}A_SF_{k,a}A_S\Bigr).
\]

Now fix any \(j\in S\). Because \((k\,a)=(j\,k)(j\,a)(j\,k)\), we have \(F_{k,a}=Q_{(j\,k)}F_{j,a}Q_{(j\,k)}\), and the neighbouring antisymmetrisers absorb the outer factors. All \(|S|\) terms are therefore equal, which is the statement `key`, and

\[
A_{S\cup\{a\}}=\frac1{|S|+1}\bigl(A_S-|S|\,A_SF_{j,a}A_S\bigr).
\]

```lean
/-- Single-exchange form of the recursion: for a site `a` outside `S` and any one site `j`
in `S`, the exchange of `j` and `a` between two antisymmetrisers of `S` suffices. -/
theorem antisym_insert_single {S : Finset ι} {a j : ι} (ha : a ∉ S) (hj : j ∈ S) :
    antisym d (insert a S) = ((S.card : ℂ) + 1)⁻¹ •
      (antisym d S - (S.card : ℂ) •
        (antisym d S * permOp d (swap j a) * antisym d S)) := by
  have hne : ∀ k ∈ S, k ≠ a := fun k hk h => ha (by rw [← h]; exact hk)
  -- all exchanges with `a` agree between antisymmetrisers of `S`
  have key : ∀ k ∈ S, antisym d S * permOp d (swap k a) * antisym d S
      = antisym d S * permOp d (swap j a) * antisym d S := by
    intro k hk
    have hs : swap j k ∈ permsOn S := by
      simp only [permsOn, Finset.mem_filter, Finset.mem_univ, true_and]
      exact fun x hx => swap_apply_of_ne_of_ne
        (fun h => hx (by rw [h]; exact hj)) (fun h => hx (by rw [h]; exact hk))
    have hp := Equiv.swap_apply_apply (swap j k) j a
    rw [swap_apply_left, swap_apply_of_ne_of_ne (hne j hj).symm (hne k hk).symm,
      Equiv.swap_inv] at hp
    have h2 : signedPerm d (swap k a)
        = signedPerm d (swap j k) * signedPerm d (swap j a) * signedPerm d (swap j k) := by
      rw [hp, signedPerm_mul, signedPerm_mul]
    rw [signedPerm_swap d (hne k hk), signedPerm_swap d (hne j hj)] at h2
    -- the two minus signs cancel, amplitude by amplitude
    have e : permOp d (swap k a)
        = signedPerm d (swap j k) * permOp d (swap j a) * signedPerm d (swap j k) := by
      refine LinearMap.ext fun ψ => funext fun x => neg_injective ?_
      have h3 := congrFun (LinearMap.congr_fun h2 ψ) x
      refine h3.trans ?_
      exact congrFun (map_neg (signedPerm d (swap j k))
        (permOp d (swap j a) (signedPerm d (swap j k) ψ))) x
    calc antisym d S * permOp d (swap k a) * antisym d S
        = (antisym d S * signedPerm d (swap j k)) * permOp d (swap j a) *
            (signedPerm d (swap j k) * antisym d S) := by
          rw [e]
          simp only [mul_assoc]
      _ = antisym d S * permOp d (swap j a) * antisym d S := by
          rw [(antisym_absorb d hs).1, (antisym_absorb d hs).2]
  calc antisym d (insert a S)
      = antisym d S * antisym d (insert a S) :=
        (antisym_mul_of_subset d (Finset.subset_insert a S)).symm
    _ = ((S.card : ℂ) + 1)⁻¹ • (antisym d S * antisym d S -
          ∑ k ∈ S, antisym d S * permOp d (swap k a) * antisym d S) := by
        rw [antisym_insert d ha, mul_smul_comm, sub_mul, one_mul, mul_sub,
          Finset.sum_mul, Finset.mul_sum]
        simp only [mul_assoc]
    _ = _ := by
        rw [antisym_mul_of_subset d (Finset.Subset.refl S), Finset.sum_congr rfl key,
          Finset.sum_const, ← Nat.cast_smul_eq_nsmul ℂ]

end

end AntisymmetriserRecursion
```

```lean
#print axioms AntisymmetriserRecursion.permOp_product
-- 'AntisymmetriserRecursion.permOp_product' depends on axioms: [propext, Classical.choice, Quot.sound]
#print axioms AntisymmetriserRecursion.antisym_succ
-- 'AntisymmetriserRecursion.antisym_succ' depends on axioms: [propext, Classical.choice, Quot.sound]
#print axioms AntisymmetriserRecursion.antisym_insert_single
-- 'AntisymmetriserRecursion.antisym_insert_single' depends on axioms: [propext, Classical.choice, Quot.sound]
```
